# The two-level state (cos(θ/2), exp(iφ) sin(θ/2)) has unit norm

The lemma `spinor_norm` says that the two-level state with amplitudes cos(θ/2) and exp(iφ) sin(θ/2) is normalised, for all real θ and φ. In mathematical terms, the sum over the two components of each amplitude's complex conjugate times the amplitude itself equals 1. The proof writes out this sum with `simp only`, then uses `linear_combination` to reduce it to two facts: cos² + sin² = 1, and a phase factor times its conjugate is 1.

In Lean, a first try:

```lean
import Mathlib

open Matrix Topology

namespace SpinorNorm

noncomputable section

/-- The two-level state `(cos(θ/2), exp(i φ) sin(θ/2))`. -/
def spinor (θ φ : ℝ) : Fin 2 → ℂ :=
  ![(Real.cos (θ / 2) : ℂ), Complex.exp (Complex.I * (φ : ℂ)) * (Real.sin (θ / 2) : ℂ)]

/-- A phase factor has unit modulus. -/
lemma phase_unit (x : ℝ) : (starRingEnd ℂ) (Complex.exp (Complex.I * (x : ℂ))) *
    Complex.exp (Complex.I * (x : ℂ)) = 1 := by
  rw [← Complex.exp_conj, ← Complex.exp_add]
  simp

/-- The state `(cos(θ/2), exp(i φ) sin(θ/2))` is normalised. -/
lemma spinor_norm (θ φ : ℝ) : star (spinor θ φ) ⬝ᵥ spinor θ φ = 1 := by
  have h1 : (Real.cos (θ / 2) : ℂ) ^ 2 + (Real.sin (θ / 2) : ℂ) ^ 2 = 1 := by
    exact_mod_cast Real.cos_sq_add_sin_sq (θ / 2)
  simp only [spinor, dotProduct, Fin.sum_univ_two, Pi.star_apply, Matrix.cons_val_zero,
    Matrix.cons_val_one, star_mul', Complex.star_def, Complex.conj_ofReal]
  linear_combination h1 + (Real.sin (θ / 2) : ℂ) ^ 2 * phase_unit φ

end

end SpinorNorm
```

Messages:

```
Main.lean:25:2: error: ring failed, ring expressions not equal
θ φ : ℝ
h1 : ↑(Real.cos (θ / 2)) ^ 2 + ↑(Real.sin (θ / 2)) ^ 2 = 1
⊢ (starRingEnd ℂ) (Complex.exp (Complex.I * ↑φ) * ↑(Real.sin (θ / 2))) * Complex.exp (Complex.I * ↑φ) *
        ↑(Real.sin (θ / 2)) -
      Complex.exp (Complex.I * ↑φ) * ↑(Real.sin (θ / 2)) ^ 2 * (starRingEnd ℂ) (Complex.exp (Complex.I * ↑φ)) =
    0
Main.lean:24:25: warning: This simp argument is unused:
  star_mul'

Hint: Omit it from the simp argument list.
  [apply] simp only [spinor, dotProduct, Fin.sum_univ_two, Pi.star_apply, Matrix.cons_val_zero, Matrix.cons_val_one,
    Complex.star_def, Complex.conj_ofReal]

Note: This linter can be disabled with `set_option linter.unusedSimpArgs false`
```

Cause. The error is that `ring`, which does the final check for `linear_combination`, cannot show that the remaining difference is zero. In that difference one conjugate, written `starRingEnd ℂ`, is still applied to the whole product of the phase and the sine, while the other is applied to the phase alone. `ring` does not know that conjugation distributes over products, so it treats the two as unrelated quantities.

`star_mul'` was meant to split the product, but the warning says it was never used. It is stated for `star`, and `Complex.star_def` had rewritten `star` as `starRingEnd ℂ` before it could apply. With the product unsplit, `Complex.conj_ofReal` could not remove the conjugate from the real sine either.

The repair replaces `star_mul'` with `map_mul`, which applies to `starRingEnd ℂ` because that is a ring homomorphism. The product now splits, `Complex.conj_ofReal` simplifies the sine's conjugate, and the unchanged `linear_combination` line closes the goal.

The repair, with which the file compiles:

```diff
@@ -22,5 +22,5 @@
     exact_mod_cast Real.cos_sq_add_sin_sq (θ / 2)
   simp only [spinor, dotProduct, Fin.sum_univ_two, Pi.star_apply, Matrix.cons_val_zero,
-    Matrix.cons_val_one, star_mul', Complex.star_def, Complex.conj_ofReal]
+    Matrix.cons_val_one, map_mul, Complex.star_def, Complex.conj_ofReal]
   linear_combination h1 + (Real.sin (θ / 2) : ℂ) ^ 2 * phase_unit φ
 
```
